# The characteristic polynomial of the six-site octahedral Hamiltonian has a single, a triple and a double factor

Diagonalize a six-state tunnelling model numerically, and a threefold level appears as three nearly equal numbers with arbitrarily mixed eigenvectors. The eigenvalues alone do not say whether the coincidence is forced by symmetry or is an accident of the parameters. A closed factorization, together with the way the modes rotate, settles this for every parameter value.

The model describes a sixfold rotational cluster of an octahedral molecule, with one state localized about each end of the three $C_4$ axes. The six states are taken to be orthonormal and to be permuted by rotations without phase factors. This is an assumption: states that acquire a phase $\pm i$ under a quarter turn about their own axis need a different matrix. For a phase $-1$ the signs of the states can be chosen so that the same matrix applies, but the symmetry species change to $A_2$, $T_2$ and $E$.

```lean
import Mathlib

open Matrix Polynomial

namespace OctahedralCluster

noncomputable section
```

## Vertices, couplings and rotations

Label the axes $x,y,z$ by $a=0,1,2$. A vertex $i=(a,\sigma)$ is an axis with a sign, and its opposite $\bar i$ has the same axis and the other sign. The remaining four vertices are adjacent to $i$.

```lean
/-- A vertex of the octahedron: one of three axes and a sign (`true` for the positive end). -/
abbrev Vertex := Fin 3 × Bool
```

The Hamiltonian has three real parameters: the energy $e$ of a localized state, the tunnelling amplitude $t$ between adjacent axis ends, and the amplitude $s$ for reversal along one axis. They are parameters here, not derived from a rotor Hamiltonian. On an amplitude $\psi$,

$$(H\psi)(i)=e\,\psi(i)+s\,\psi(\bar i)+t\sum_{j\ \text{adjacent to}\ i}\psi(j).$$

In `hopping`, the first test picks out equal vertices and the second opposite ones.

```lean
/-- The Hamiltonian with diagonal energy `e`, coupling `t` between adjacent vertices and
coupling `s` between opposite vertices. -/
def hopping (e t s : ℝ) : Matrix Vertex Vertex ℝ :=
  fun i j => if i = j then e else if i.1 = j.1 then s else t
```

Two rotations are enough for the symmetry argument. The quarter turn about $z$ sends $x\to y\to -x$ and fixes both ends of the $z$ axis.

```lean
/-- The quarter turn about the z axis, taking x to y and y to -x. -/
def c4 (i : Vertex) : Vertex :=
  if i.1 = 0 then (1, i.2) else if i.1 = 1 then (0, !i.2) else i
```

The third of a turn about the body diagonal sends $x\to y\to z\to x$. Addition in `Fin 3` is modulo 3, so `i.1 + 1` does this.

```lean
/-- The third of a turn about the body diagonal, taking x to y, y to z and z to x. -/
def c3 (i : Vertex) : Vertex := (i.1 + 1, i.2)
```

A vector $v=(v_0,v_1,v_2)$ defines an odd amplitude, $\psi_v(a,\pm)=\pm v_a$.

```lean
/-- The odd amplitude built from a vector `v`: its component along the axis of the vertex,
with the sign of the vertex. -/
def polar (v : Fin 3 → ℝ) (i : Vertex) : ℝ := if i.2 then v i.1 else -v i.1
```

## Symmetry leaves three parameters

Given an ordered pair $(i,j)$, rotate $i$ to $+z$. If $j=i$, it arrives there too; if $j=\bar i$, it arrives at $-z$. Otherwise it lies on the equator, and quarter turns about $z$ bring it to $+x$. There are thus three classes of ordered pairs. Lean checks all 36 pairs by finite computation.

```lean
/-- Every ordered pair of vertices is carried by quarter and third turns to a reference pair:
(z, z) if equal, (z, -z) if opposite, (z, x) if adjacent. -/
theorem pair_orbits : ∀ i j : Vertex, ∃ (a : Fin 4) (b : Fin 3) (c : Fin 4) (d : Fin 3),
    c4^[a.val] (c3^[b.val] (c4^[c.val] (c3^[d.val] i))) = (2, true) ∧
    c4^[a.val] (c3^[b.val] (c4^[c.val] (c3^[d.val] j))) =
      if i = j then (2, true) else if i.1 = j.1 then (2, false) else (0, true) := by
  decide +kernel
```

An invariant matrix, $M_{gi,gj}=M_{ij}$ for both rotations $g$, is constant on each class, so its three reference entries are $e$, $t$ and $s$. Conversely, rotations preserve equality and opposition of vertices, so every $H$ of this form is invariant. Symmetry of $M$ is not assumed; it follows.

Both rotations are needed. The diagonal matrix with entry 1 on the two $z$ vertices and 0 on the other four is invariant under `c4` but not under `c3`. It has no common diagonal energy, and its eigenvalues have multiplicities 4 and 2. Conversely, the diagonal matrix with entry 1 on the three positive ends and 0 on the negative ones is invariant under `c3` but not under `c4`.

In the proof, `p4` and `p3` extend invariance to repeated turns by induction, and `pair_orbits` then moves each entry to its reference entry.

```lean
/-- A real matrix on the six vertices is invariant under the two rotations exactly when it is
a Hamiltonian with one diagonal energy, one adjacent and one opposite coupling. -/
theorem rotation_invariant_iff (M : Matrix Vertex Vertex ℝ) :
    ((∀ i j, M (c4 i) (c4 j) = M i j) ∧ (∀ i j, M (c3 i) (c3 j) = M i j)) ↔
      ∃ e t s : ℝ, M = hopping e t s := by
  constructor
  · rintro ⟨h4, h3⟩
    -- invariance extends to repeated rotations
    have p4 : ∀ (n : ℕ) (i j : Vertex), M (c4^[n] i) (c4^[n] j) = M i j := by
      intro n
      induction n with
      | zero => intro i j; rfl
      | succ n ih => intro i j; simp only [Function.iterate_succ_apply, ih, h4]
    have p3 : ∀ (n : ℕ) (i j : Vertex), M (c3^[n] i) (c3^[n] j) = M i j := by
      intro n
      induction n with
      | zero => intro i j; rfl
      | succ n ih => intro i j; simp only [Function.iterate_succ_apply, ih, h3]
    refine ⟨M (2, true) (2, true), M (2, true) (0, true), M (2, true) (2, false), ?_⟩
    refine Matrix.ext fun i j => ?_
    obtain ⟨a, b, c, d, hi, hj⟩ := pair_orbits i j
    have h : M (c4^[a.val] (c3^[b.val] (c4^[c.val] (c3^[d.val] i))))
        (c4^[a.val] (c3^[b.val] (c4^[c.val] (c3^[d.val] j)))) = M i j := by
      rw [p4, p3, p4, p3]
    rw [hi, hj] at h
    rw [← h]
    unfold hopping
    split_ifs <;> rfl
  · rintro ⟨e, t, s, rfl⟩
    -- rotations preserve equality and opposition of vertices
    have h4 : ∀ i j : Vertex, (c4 i = c4 j ↔ i = j) ∧ ((c4 i).1 = (c4 j).1 ↔ i.1 = j.1) := by
      decide +kernel
    have h3 : ∀ i j : Vertex, (c3 i = c3 j ↔ i = j) ∧ ((c3 i).1 = (c3 j).1 ↔ i.1 = j.1) := by
      decide +kernel
    exact ⟨fun i j => by simp only [hopping, (h4 i j).1, (h4 i j).2],
      fun i j => by simp only [hopping, (h3 i j).1, (h3 i j).2]⟩
```

## Three kinds of mode

For $\psi=1$, the opposite vertex contributes $s$ and the four neighbours contribute $4t$, so $H\psi=(e+4t+s)\psi$. This mode is unchanged by every rotation, which is the species $A_1$. In Lean, `*ᵥ` is the matrix acting on an amplitude; the proof expands the sum at each vertex and compares both sides with `ring`.

```lean
/-- The uniform amplitude is an eigenvector with energy `e + 4t + s`. -/
theorem uniform_eigen (e t s : ℝ) :
    hopping e t s *ᵥ (fun _ => 1) = (e + 4 * t + s) • (fun _ => 1) := by
  ext ⟨a, σ⟩
  fin_cases a <;> cases σ <;>
    simp [Matrix.mulVec, dotProduct, Fintype.sum_prod_type, Fin.sum_univ_three, hopping] <;>
    ring
```

For an odd amplitude, $\psi(\bar i)=-\psi(i)$. The four neighbours form two opposite pairs, whose contributions cancel, leaving $H\psi_v=(e-s)\psi_v$.

```lean
/-- Every odd amplitude built from a vector satisfies the eigenvalue equation with
energy `e - s`. -/
theorem polar_eigen (e t s : ℝ) (v : Fin 3 → ℝ) :
    hopping e t s *ᵥ polar v = (e - s) • polar v := by
  ext ⟨a, σ⟩
  fin_cases a <;> cases σ <;>
    simp [Matrix.mulVec, dotProduct, Fintype.sum_prod_type, Fin.sum_univ_three, hopping,
      polar] <;>
    ring
```

For an even amplitude $\psi(a,\pm)=v_a$ with $v_0+v_1+v_2=0$, the neighbours of a vertex on axis $a$ contribute

$$2t\sum_{b\neq a}v_b=-2t\,v_a,$$

so $H\psi=(e-2t+s)\psi$. The two sides differ by $2t(v_0+v_1+v_2)$, and `linear_combination` uses exactly this multiple of the hypothesis. These amplitudes form a two-dimensional space on which rotations permute the axes; this is the species $E$.

```lean
/-- Every even amplitude whose values on the three axes sum to zero satisfies the eigenvalue
equation with energy `e - 2t + s`. -/
theorem even_eigen (e t s : ℝ) (v : Fin 3 → ℝ) (hv : v 0 + v 1 + v 2 = 0) :
    hopping e t s *ᵥ (fun i => v i.1) = (e - 2 * t + s) • (fun i : Vertex => v i.1) := by
  ext ⟨a, σ⟩
  fin_cases a <;> cases σ <;>
    simp [Matrix.mulVec, dotProduct, Fintype.sum_prod_type, Fin.sum_univ_three, hopping] <;>
    linear_combination (2 * t) * hv
```

Composing an odd amplitude with a rotation $R$ of the vertices gives $\psi_v(Ri)=\psi_{R^{-1}v}(i)$. For the quarter turn $R^{-1}v=(v_1,-v_0,v_2)$, and for the third of a turn $R^{-1}v=(v_1,v_2,v_0)$. The odd modes therefore transform as an ordinary vector, which is $T_1$ in the rotation group $O$.

```lean
/-- Composing an odd amplitude with the quarter turn `c4` or the third of a turn `c3` of the
vertices applies the inverse rotation to the vector from which it is built. -/
theorem polar_rotation (v : Fin 3 → ℝ) (i : Vertex) :
    polar v (c4 i) = polar ![v 1, -v 0, v 2] i ∧
      polar v (c3 i) = polar ![v 1, v 2, v 0] i := by
  obtain ⟨a, σ⟩ := i
  fin_cases a <;> cases σ <;> simp [polar, c4, c3]
```

## Diagonalization

Take as columns the odd modes along the three axes and the even modes with axis values $(1,1,1)$, $(1,-1,0)$ and $(-1,-1,2)$. The column label is again a `Vertex`, with `true` for odd and `false` for even. The columns are orthogonal but not normalized: normalization divides each odd mode by $\sqrt2$ and the even ones by $\sqrt6$, $2$ and $\sqrt{12}$.

```lean
/-- Six modes as columns: three odd ones along the axes, and three even ones, namely the
uniform one and two with zero sum. -/
def modes : Matrix Vertex Vertex ℝ := fun i m =>
  if m.2 then (if i.1 = m.1 then (if i.2 then 1 else -1) else 0)
  else !![1, 1, -1; 1, -1, -1; 1, 0, 2] i.1 m.1
```

The inverse has as rows the transposed columns divided by their squared norms $2$, $6$, $4$ and $12$.

```lean
/-- The matrix that resolves a vertex amplitude into the six modes. -/
def modesInv : Matrix Vertex Vertex ℝ := fun m i =>
  if m.2 then (if i.1 = m.1 then (if i.2 then 1 / 2 else -1 / 2) else 0)
  else !![1/6, 1/6, 1/6; 1/4, -1/4, 0; -1/12, -1/12, 1/6] m.1 i.1
```

Each mode is assigned its energy from the calculations above.

```lean
/-- The energy assigned to each of the six modes. -/
def level (e t s : ℝ) (m : Vertex) : ℝ :=
  if m.2 then e - s else if m.1 = 0 then e + 4 * t + s else e - 2 * t + s
```

Write $P$ for `modes`, $Q$ for `modesInv` and $D$ for the diagonal matrix of levels. Multiplying entry by entry gives $PQ=1$.

```lean
/-- The six modes form a basis, with the stated inverse. -/
theorem modes_mul_modesInv : modes * modesInv = 1 := by
  ext ⟨a, σ⟩ ⟨b, τ⟩
  rw [Matrix.mul_apply]
  fin_cases a <;> fin_cases b <;> cases σ <;> cases τ <;>
    simp [Fintype.sum_prod_type, Fin.sum_univ_three, modes, modesInv] <;>
    norm_num
```

Column by column, the eigenvalue equations combine into $HP=PD$. Lean checks this directly, entry by entry.

```lean
/-- The Hamiltonian multiplies each of the six modes by its energy. -/
theorem hopping_mul_modes (e t s : ℝ) :
    hopping e t s * modes = modes * diagonal (level e t s) := by
  ext ⟨a, σ⟩ ⟨b, τ⟩
  rw [Matrix.mul_diagonal, Matrix.mul_apply]
  fin_cases a <;> fin_cases b <;> cases σ <;> cases τ <;>
    simp [Fintype.sum_prod_type, Fin.sum_univ_three, modes, hopping, level] <;>
    ring
```

Hence $H=P(DQ)$. Since $AB$ and $BA$ have the same characteristic polynomial for square matrices, $H$ shares its polynomial with $(DQ)P=D$, and

$$\det(X-H)=\prod_m (X-D_{mm})=(X-e-4t-s)(X-e+s)^3(X-e+2t-s)^2.$$

In Lean, `C` turns a real number into a constant polynomial. `Matrix.charpoly_mul_comm` performs the exchange, `Matrix.det_diagonal` gives the product, and `l1` to `l4` supply its six factors.

```lean
/-- The characteristic polynomial of the octahedral Hamiltonian has a single factor, a triple
factor and a double factor, at `e + 4t + s`, `e - s` and `e - 2t + s`. -/
theorem charpoly_hopping (e t s : ℝ) :
    (hopping e t s).charpoly =
      (X - C (e + 4 * t + s)) * (X - C (e - s)) ^ 3 * (X - C (e - 2 * t + s)) ^ 2 := by
  -- pass to the basis of modes
  have hH : hopping e t s = modes * (diagonal (level e t s) * modesInv) := by
    rw [← Matrix.mul_assoc, ← hopping_mul_modes, Matrix.mul_assoc, modes_mul_modesInv,
      Matrix.mul_one]
  have hinv : modesInv * modes = 1 := mul_eq_one_comm.mp modes_mul_modesInv
  have hd : (diagonal (level e t s)).charmatrix =
      diagonal (fun m => X - C (level e t s m)) := by
    refine Matrix.ext fun i j => ?_
    by_cases h : i = j
    · subst h
      simp [Matrix.charmatrix_apply_eq]
    · simp [h]
  rw [hH, Matrix.charpoly_mul_comm, Matrix.mul_assoc, hinv, Matrix.mul_one,
    Matrix.charpoly, hd, Matrix.det_diagonal]
  -- collect the six linear factors
  have l1 : ∀ k, level e t s (k, true) = e - s := fun k => by simp [level]
  have l2 : level e t s (0, false) = e + 4 * t + s := by simp [level]
  have l3 : level e t s (1, false) = e - 2 * t + s := by simp [level]
  have l4 : level e t s (2, false) = e - 2 * t + s := by simp [level]
  simp only [Fintype.prod_prod_type, Fin.prod_univ_three, Fintype.prod_bool, l1, l2, l3, l4]
  ring

end

end OctahedralCluster
```

```lean
#print axioms OctahedralCluster.polar_eigen
#print axioms OctahedralCluster.even_eigen
#print axioms OctahedralCluster.polar_rotation
#print axioms OctahedralCluster.charpoly_hopping
```

```
'OctahedralCluster.polar_eigen' depends on axioms: [propext, Classical.choice, Quot.sound]
'OctahedralCluster.even_eigen' depends on axioms: [propext, Classical.choice, Quot.sound]
'OctahedralCluster.polar_rotation' depends on axioms: [propext, Classical.choice, Quot.sound]
'OctahedralCluster.charpoly_hopping' depends on axioms: [propext, Classical.choice, Quot.sound]
```

## Spacings and coincidences

When reversal along an axis is negligible, $s=0$, the levels are $e+4t$, $e$ and $e-2t$. The $A_1$–$T_1$ gap is then twice the $T_1$–$E$ gap, which gives a check on the assignment of the levels within one cluster, as far as this phase-free six-state model applies.

Two levels of different species can coincide at special parameter values, which the rotations do not force. At $t=0$ the axes decouple and $A_1$ joins $E$ at $e+s$; at $s=t$ the levels $T_1$ and $E$ merge; at $s=-2t$ the levels $A_1$ and $T_1$ do.
